# Without a limit on the shift, Becke's size-adjusted cell coordinate is strictly increasing on [-1, 1] exactly for radius ratios from √2 − 1 to √2 + 1

"Increasing" could mean a positive derivative or a strict order between values. The statement here uses the order: $x<y$ in the closed interval $[-1,1]$ must give $\nu(x)<\nu(y)$, written `StrictMonoOn (shifted a) (Icc (-1) 1)`. This admits the limiting cases in which the slope vanishes at one endpoint.

For a point at distances $r_1,r_2$ from two nuclei a distance $R$ apart, Becke's coordinate is $\mu=(r_1-r_2)/R$. A real parameter $a$ shifts it to $\nu(\mu)=\mu+a(1-\mu^2)$, which is `shifted a μ`.

In Lean 4 with Mathlib:

```lean
import Mathlib

open Set

namespace BeckeCellShift

noncomputable section

/-- The size-adjusted cell coordinate `ν(μ) = μ + a (1 - μ²)` with shift parameter `a`. -/
def shifted (a μ : ℝ) : ℝ := μ + a * (1 - μ ^ 2)
```

Let $\chi$ be the radius of atom 1 divided by that of atom 2. The cell boundary $\nu=0$ is to lie at $u=(\chi-1)/(\chi+1)$.

```lean
/-- The position `u = (χ - 1)/(χ + 1)` of the cell boundary for the radius ratio `χ ≠ -1`. -/
def boundary (χ : ℝ) : ℝ := (χ - 1) / (χ + 1)
```

The value of $a$ that achieves this will turn out to be $(1-\chi^2)/(4\chi)$.

```lean
/-- The shift parameter `(1 - χ²)/(4χ)` for the radius ratio `χ ≠ 0`. -/
def shiftParam (χ : ℝ) : ℝ := (1 - χ ^ 2) / (4 * χ)
```

The results concern one pair of atoms and this one-parameter quadratic shift. Such coordinates are used to partition molecular integration grids in density functional calculations. The results say for which radii the coordinate is monotone when $a$ is set by the position of the boundary alone, without the limit on $a$ that Becke's scheme adds.

## The interval −1 ≤ μ ≤ 1

The triangle inequality gives $|r_1-r_2|\le R$, so every point in space has $\mu\in[-1,1]$. At the ends $1-\mu^2=0$, hence $\nu(\pm1)=\pm1$ for every $a$.

```lean
/-- The shifted coordinate keeps the values `1` and `-1` for every shift parameter. -/
theorem shifted_endpoints (a : ℝ) : shifted a 1 = 1 ∧ shifted a (-1) = -1 := by
  constructor <;> norm_num [shifted]
```

For two points,
$$\nu(y)-\nu(x)=(y-x)\bigl(1-a(x+y)\bigr).$$
If $x<y$ lie in the interval, then $|x+y|<2$. With $|a|\le\tfrac12$ this gives $a(x+y)\le\tfrac12|x+y|<1$, so the increment is positive.

Conversely, if $a>\tfrac12$, then $1/a-1$ lies strictly inside the interval. Since $\nu(\mu)-1=(\mu-1)(1-a(1+\mu))$, it has the same value, $1$, as the endpoint $1$. If $a<-\tfrac12$, then $\nu(\mu)+1=(\mu+1)(1+a(1-\mu))$ shows that the interior point $1+1/a$ shares the value $-1$ with the endpoint $-1$. Either way strict increase fails.

In the proof, `hs` is the bound on $|x+y|$, and the last `nlinarith` multiplies the two positive factors. The other direction argues by contradiction: `e` evaluates $\nu$ at the interior point, and `hlt` becomes a number less than itself.

```lean
/-- The shifted coordinate is strictly increasing on `[-1, 1]` exactly when `|a| ≤ 1/2`. -/
theorem strictMonoOn_shifted_iff (a : ℝ) :
    StrictMonoOn (shifted a) (Icc (-1) 1) ↔ |a| ≤ 1 / 2 := by
  constructor
  · intro h
    rw [abs_le]
    constructor
    · by_contra hn
      have ha : a < -(1 / 2) := not_le.1 hn
      have hat : a * a⁻¹ = 1 := mul_inv_cancel₀ (by linarith)
      have ht : a⁻¹ < 0 := inv_lt_zero.2 (by linarith)
      have ht2 : -2 < a⁻¹ := by
        nlinarith [mul_pos (sub_pos.2 ha) (neg_pos.2 ht)]
      -- the interior point `1 + 1/a` has the same value as the endpoint `-1`
      have e : shifted a (1 + a⁻¹) = -1 := by
        unfold shifted
        linear_combination (-2 - a⁻¹) * hat
      have hlt := h (show (-1 : ℝ) ∈ Icc (-1) 1 by constructor <;> norm_num)
        (show 1 + a⁻¹ ∈ Icc (-1) 1 by constructor <;> linarith) (by linarith)
      rw [e, (shifted_endpoints a).2] at hlt
      exact lt_irrefl _ hlt
    · by_contra hn
      have ha : 1 / 2 < a := not_le.1 hn
      have hat : a * a⁻¹ = 1 := mul_inv_cancel₀ (by linarith)
      have ht : 0 < a⁻¹ := inv_pos.2 (by linarith)
      have ht2 : a⁻¹ < 2 := by
        nlinarith [mul_pos (sub_pos.2 ha) ht]
      -- the interior point `1/a - 1` has the same value as the endpoint `1`
      have e : shifted a (a⁻¹ - 1) = 1 := by
        unfold shifted
        linear_combination (2 - a⁻¹) * hat
      have hlt := h (show a⁻¹ - 1 ∈ Icc (-1) 1 by constructor <;> linarith)
        (show (1 : ℝ) ∈ Icc (-1) 1 by constructor <;> norm_num) (by linarith)
      rw [e, (shifted_endpoints a).1] at hlt
      exact lt_irrefl _ hlt
  · intro h x hx y hy hxy
    have hs : |x + y| < 2 :=
      abs_lt.2 ⟨by linarith [hx.1, hy.1], by linarith [hx.2, hy.2]⟩
    have h1 : a * (x + y) < 1 := by
      calc a * (x + y) ≤ |a * (x + y)| := le_abs_self _
        _ = |a| * |x + y| := abs_mul _ _
        _ ≤ 1 / 2 * |x + y| := by gcongr
        _ < 1 := by linarith
    -- the increment factors as `(y - x) (1 - a (x + y))`
    show shifted a x < shifted a y
    unfold shifted
    nlinarith [mul_pos (sub_pos.2 hxy) (sub_pos.2 h1)]
```

On the whole real line the equivalence would fail: for $a\ne0$ the graph is a parabola, which is not monotone.

## A point on the bond, with r₁ + r₂ > 0

Between the nuclei $R=r_1+r_2$, and $R>0$ says that the nuclei are distinct. Clearing denominators in $(r_1-r_2)/(r_1+r_2)=u$ gives
$$(r_1-r_2)(\chi+1)=(\chi-1)(r_1+r_2),$$
which simplifies to $r_1=\chi r_2$. The boundary therefore divides the bond in proportion to the radii. `div_eq_div_iff` clears the denominators and uses `hR`; `linear_combination` does the rest.

```lean
/-- For a point between two nuclei, at distances `r₁` and `r₂` that add up to a positive bond
length, the coordinate `(r₁ - r₂)/(r₁ + r₂)` equals `u` exactly when `r₁ = χ r₂`, for `χ > 0`. -/
theorem axis_boundary_iff {χ r₁ r₂ : ℝ} (hχ : 0 < χ) (hR : 0 < r₁ + r₂) :
    (r₁ - r₂) / (r₁ + r₂) = boundary χ ↔ r₁ = χ * r₂ := by
  have h1 : χ + 1 ≠ 0 := by positivity
  rw [boundary, div_eq_div_iff hR.ne' h1]
  constructor
  · intro h
    linear_combination h / 2
  · intro h
    linear_combination 2 * h
```

For $R=0$ the coordinate $\mu$ has no meaning. Off the axis $R<r_1+r_2$, and for $\chi\ne1$ the surface $\mu=u$ no longer has the constant ratio $r_1/r_2=\chi$.

## A positive radius ratio

Atomic radii are positive, so $\chi>0$. From $1-u^2=4\chi/(\chi+1)^2$ and $u=(\chi^2-1)/(\chi+1)^2$,
$$\nu(u)=\frac{4\chi}{(\chi+1)^2}\left(a-\frac{1-\chi^2}{4\chi}\right).$$
The prefactor is nonzero, so $\nu(u)=0$ exactly when $a=(1-\chi^2)/(4\chi)$. This identity is `key`, and `hc` records the nonzero prefactor.

```lean
/-- For a radius ratio `χ > 0`, the shifted coordinate vanishes at `u` exactly when
`a = (1 - χ²)/(4χ)`. -/
theorem shifted_boundary_eq_zero_iff {χ : ℝ} (hχ : 0 < χ) (a : ℝ) :
    shifted a (boundary χ) = 0 ↔ a = shiftParam χ := by
  have h1 : χ + 1 ≠ 0 := by positivity
  have key : shifted a (boundary χ) = 4 * χ / (χ + 1) ^ 2 * (a - shiftParam χ) := by
    unfold shifted boundary shiftParam
    field_simp
    ring
  have hc : 4 * χ / (χ + 1) ^ 2 ≠ 0 := by positivity
  rw [key, mul_eq_zero, or_iff_right hc, sub_eq_zero]
```

At $\chi=0$ one has $u=-1$ and $\nu(u)=-1$, so no $a$ works.

Multiplying $|a|\le\tfrac12$ by $4\chi>0$ gives $-2\chi\le1-\chi^2\le2\chi$, that is,
$$(\chi-1-\sqrt2)(\chi-1+\sqrt2)\le0,\qquad(\chi+1-\sqrt2)(\chi+1+\sqrt2)\ge0.$$
Since $\chi>0$ and $\sqrt2>1$, the second factor in each product is positive. What remains is $\chi\le\sqrt2+1$ and $\chi\ge\sqrt2-1$. In the proof these positive factors are `hq` and `hp`, and `nlinarith` multiplies by them.

```lean
/-- For `χ > 0`, the shift parameter `(1 - χ²)/(4χ)` has modulus at most `1/2` exactly when
`√2 - 1 ≤ χ ≤ √2 + 1`. -/
theorem abs_shiftParam_le_half_iff {χ : ℝ} (hχ : 0 < χ) :
    |shiftParam χ| ≤ 1 / 2 ↔ √2 - 1 ≤ χ ∧ χ ≤ √2 + 1 := by
  have h2 : √2 ^ 2 = (2 : ℝ) := Real.sq_sqrt (by norm_num)
  have h0 : (0 : ℝ) ≤ √2 := Real.sqrt_nonneg 2
  have hs : (1 : ℝ) < √2 := by nlinarith
  have hp : 0 < χ + 1 + √2 := by linarith
  have hq : 0 < χ - 1 + √2 := by linarith
  rw [shiftParam, abs_le, le_div_iff₀ (by positivity), div_le_iff₀ (by positivity)]
  -- the two quadratics in `χ` factor with roots `±1 ± √2`
  constructor
  · rintro ⟨hl, hr⟩
    constructor
    · by_contra hn
      nlinarith [mul_pos (sub_pos.2 (not_le.1 hn)) hp]
    · by_contra hn
      nlinarith [mul_pos (sub_pos.2 (not_le.1 hn)) hq]
  · rintro ⟨hl, hr⟩
    constructor
    · nlinarith [mul_nonneg (sub_nonneg.2 hr) hq.le]
    · nlinarith [mul_nonneg (sub_nonneg.2 hl) hp.le]
```

## The boundary condition ν(u) = 0

This hypothesis, `ha`, ties the parameter to the radii. It fixes $a$, the monotonicity criterion becomes $|a|\le\tfrac12$, and the quadratics turn that into a range for $\chi$. The proof performs these three rewrites.

```lean
/-- Let the shifted coordinate vanish at the boundary `u` of a radius ratio `χ > 0`. Then it is
strictly increasing on `[-1, 1]` exactly when `√2 - 1 ≤ χ ≤ √2 + 1`. -/
theorem strictMonoOn_iff_radius_ratio {χ a : ℝ} (hχ : 0 < χ)
    (ha : shifted a (boundary χ) = 0) :
    StrictMonoOn (shifted a) (Icc (-1) 1) ↔ √2 - 1 ≤ χ ∧ χ ≤ √2 + 1 := by
  rw [strictMonoOn_shifted_iff, (shifted_boundary_eq_zero_iff hχ a).1 ha,
    abs_shiftParam_le_half_iff hχ]
```

With $a$ left free the equivalence fails: $a=0$ gives an increasing coordinate whatever $\chi$ is. Nor is $\chi\ne0$ enough in place of $\chi>0$: $\chi=-2$ gives $u=3$ and $a=3/8$, an increasing coordinate with $\chi$ outside the range.

For equal radii, $\chi=1$, both $u$ and $a$ vanish and $\nu=\mu$. At the upper limit $\chi=\sqrt2+1$, $a=-\tfrac12$ and the slope $1+\mu$ vanishes only at $\mu=-1$.

In a calculation, $a$ is computed once per atom pair from tabulated radii, and $\nu$ at each grid point is fed to a smooth step function. Becke's scheme limits $a$ to $[-\tfrac12,\tfrac12]$. For $\chi=3$ the formula gives $a=-2/3$, which is replaced by $-\tfrac12$; the boundary then moves from $u=\tfrac12$ to $\mu=\sqrt2-1\approx0.414$.

## The side of the boundary, for every χ > 0

With $a=(1-\chi^2)/(4\chi)$,
$$\nu(\mu)=(\mu-u)\,\frac{\bigl(\chi(1+\mu)+(1-\mu)\bigr)(\chi+1)}{4\chi}.$$
For $\mu\in[-1,1]$ the fraction is positive: $1-\mu>0$ if $\mu<1$, and the bracket is $2\chi$ if $\mu=1$. So $\nu<0$ exactly when $\mu<u$, even where monotonicity is lost. `hpos` proves the bracket positive, `key` is the factorisation, and the sign follows from it.

```lean
/-- For every radius ratio `χ > 0` and every `μ` in `[-1, 1]`, the coordinate shifted by
`(1 - χ²)/(4χ)` is negative exactly when `μ < u`. -/
theorem shifted_neg_iff {χ μ : ℝ} (hχ : 0 < χ) (hμ : μ ∈ Icc (-1) 1) :
    shifted (shiftParam χ) μ < 0 ↔ μ < boundary χ := by
  have h1 : χ + 1 ≠ 0 := by positivity
  have hpos : 0 < χ * (1 + μ) + (1 - μ) := by
    rcases eq_or_lt_of_le hμ.2 with h | h
    · rw [h]
      linarith
    · have := mul_nonneg hχ.le (show 0 ≤ 1 + μ by linarith [hμ.1])
      linarith
  -- `u` is the only zero in the interval, since the other factor is positive
  have key : shifted (shiftParam χ) μ =
      (μ - boundary χ) * ((χ * (1 + μ) + (1 - μ)) * (χ + 1) / (4 * χ)) := by
    unfold shifted boundary shiftParam
    field_simp
    ring
  have hc : 0 < (χ * (1 + μ) + (1 - μ)) * (χ + 1) / (4 * χ) := by positivity
  rw [key]
  constructor
  · intro h
    by_contra hn
    exact absurd h (not_lt_of_ge (mul_nonneg (sub_nonneg.2 (not_lt.1 hn)) hc.le))
  · intro h
    exact mul_neg_of_neg_of_pos (sub_neg.2 h) hc
```

The interval matters here too: for $\chi=3$ and $\mu=-3$, $\nu=7/3$ is positive although $\mu<u$.

## Reciprocal ratios under exchange of the atoms

Renaming the atoms replaces $\mu$ by $-\mu$ and $\chi$ by $\chi'=1/\chi$, stated as `χ * χ' = 1`. Then
$$\frac{1-\chi^{-2}}{4\chi^{-1}}=\frac{\chi^2-1}{4\chi}=-a,$$
so the new coordinate is $-\mu-a(1-\mu^2)=-\nu(\mu)$. The proof substitutes `1 / χ` for `χ'` and simplifies.

```lean
/-- Exchanging the two atoms, which replaces `μ` by `-μ` and the radius ratio by its reciprocal,
reverses the sign of the shifted coordinate, if the shift parameter is computed from each ratio by
the formula `(1 - χ²)/(4χ)`. -/
theorem shifted_exchange {χ χ' : ℝ} (h : χ * χ' = 1) (μ : ℝ) :
    shifted (shiftParam χ') (-μ) = -shifted (shiftParam χ) μ := by
  have hχ : χ ≠ 0 := left_ne_zero_of_mul_eq_one h
  have e : χ' = 1 / χ := eq_div_of_mul_eq hχ (by linear_combination h)
  rw [e]
  unfold shifted shiftParam
  field_simp
  ring

end

end BeckeCellShift
```

If the ratio were left at $\chi'=\chi=3$, the values at $\mu=0$ would both be $-2/3$, and the sign would not reverse.

```lean
#print axioms BeckeCellShift.axis_boundary_iff
#print axioms BeckeCellShift.strictMonoOn_iff_radius_ratio
#print axioms BeckeCellShift.shifted_neg_iff
#print axioms BeckeCellShift.shifted_exchange
```

```
'BeckeCellShift.axis_boundary_iff' depends on axioms: [propext, Classical.choice, Quot.sound]
'BeckeCellShift.strictMonoOn_iff_radius_ratio' depends on axioms: [propext, Classical.choice, Quot.sound]
'BeckeCellShift.shifted_neg_iff' depends on axioms: [propext, Classical.choice, Quot.sound]
'BeckeCellShift.shifted_exchange' depends on axioms: [propext, Classical.choice, Quot.sound]
```
